# The inverse-square-root density 2/√(4J² sin²(q/2) − ω²) is integrable up to its singularity at ω = 2J sin(q/2)

Write A = 2J sin(q/2) for the upper edge in energy, with J and q real and A assumed positive. The theorem says that the density 2/√(A² − ω²), though it diverges at ω = A, is integrable from any x in [−A, A] up to A, and that the integral is π − 2 arcsin(x/A). The density is given by definition, not derived from a Hamiltonian, and it is not normalised to one: over the whole interval from −A to A it integrates to 2π. The proof takes 2 arcsin(ω/A) as antiderivative, gets integrability from the continuity of this function and the nonnegativity of its derivative, and then applies the fundamental theorem of calculus.

As first written in Lean, the proof fails:

```lean
import Mathlib

open Real Set MeasureTheory

namespace IntegralPairDensity

noncomputable section

/-- The energy `2 J sin (q/2)`. -/
def upperEdge (J q : ℝ) : ℝ := 2 * J * sin (q / 2)

/-- The inverse-square-root density `2 / √(4 J² sin² (q/2) - ω²)`, meant for energies `ω` with
`|ω| < |2 J sin (q/2)|`. -/
def pairDensity (J q ω : ℝ) : ℝ := 2 / √(upperEdge J q ^ 2 - ω ^ 2)

/-- If `A = 2 J sin (q/2)` is positive and `-A ≤ x ≤ A`, the density is integrable from `x` up to
its singularity at `A`, with integral `π - 2 arcsin (x/A)`. -/
theorem integral_pairDensity {J q x : ℝ} (hA : 0 < upperEdge J q)
    (hx : x ∈ Icc (-upperEdge J q) (upperEdge J q)) :
    IntervalIntegrable (pairDensity J q) volume x (upperEdge J q) ∧
    ∫ ω in x..upperEdge J q, pairDensity J q ω = π - 2 * arcsin (x / upperEdge J q) := by
  have hc : ContinuousOn (fun ω => 2 * arcsin (ω / upperEdge J q)) (Icc x (upperEdge J q)) :=
    (continuous_const.mul
      (Real.continuous_arcsin.comp (continuous_id.div_const _))).continuousOn
  have hd : ∀ ω ∈ Ioo x (upperEdge J q),
      HasDerivAt (fun ω => 2 * arcsin (ω / upperEdge J q)) (pairDensity J q ω) ω := by
    intro ω hω
    have h1 : -1 < ω / upperEdge J q := by
      rw [lt_div_iff₀ hA]; linarith [hω.1, hx.1]
    have h2 : ω / upperEdge J q < 1 := by
      rw [div_lt_one hA]; exact hω.2
    have h : HasDerivAt (fun ω => 2 * arcsin (ω / upperEdge J q))
        (2 * (1 / √(1 - (ω / upperEdge J q) ^ 2) * (1 / upperEdge J q))) ω :=
      ((Real.hasDerivAt_arcsin h1.ne' h2.ne).comp ω
        ((hasDerivAt_id' ω).div_const (upperEdge J q))).const_mul 2
    have hs : √(upperEdge J q ^ 2 - ω ^ 2)
        = upperEdge J q * √(1 - (ω / upperEdge J q) ^ 2) := by
      rw [show upperEdge J q ^ 2 - ω ^ 2
        = upperEdge J q ^ 2 * (1 - (ω / upperEdge J q) ^ 2) by field_simp,
        Real.sqrt_mul (sq_nonneg _), Real.sqrt_sq hA.le]
    refine h.congr_deriv ?_
    rw [pairDensity, hs]
    generalize √(1 - (ω / upperEdge J q) ^ 2) = S
    ring
  -- a nonnegative derivative of a continuous function is integrable up to the singular edge
  have hi : IntervalIntegrable (pairDensity J q) volume x (upperEdge J q) :=
    (intervalIntegrable_iff_integrableOn_Ioc_of_le hx.2).2
      (intervalIntegral.integrableOn_deriv_of_nonneg hc hd
        (fun ω _ => div_nonneg zero_le_two (Real.sqrt_nonneg _)))
  refine ⟨hi, ?_⟩
  rw [intervalIntegral.integral_eq_sub_of_hasDerivAt_of_le hx.2 hc hd hi,
    div_self hA.ne', Real.arcsin_one]
  ring

end

end IntegralPairDensity
```

The compiler's answer:

```
Main.lean:34:6: error: Type mismatch
  HasDerivAt.const_mul 2 (HasDerivAt.comp ω ?m.262 (HasDerivAt.div_const (hasDerivAt_id' ω) (upperEdge J q)))
has type
  HasDerivAt (fun y => 2 * (?m.259 ∘ fun x => x / upperEdge J q) y) (2 * (?m.261 * (1 / upperEdge J q))) ω
but is expected to have type
  HasDerivAt (fun ω => 2 * arcsin (ω / upperEdge J q)) (2 * (1 / √(1 - (ω / upperEdge J q) ^ 2) * (1 / upperEdge J q)))
    ω
```

The mended proof, as a diff:

```diff
@@ -30,8 +30,7 @@
     have h2 : ω / upperEdge J q < 1 := by
       rw [div_lt_one hA]; exact hω.2
-    have h : HasDerivAt (fun ω => 2 * arcsin (ω / upperEdge J q))
-        (2 * (1 / √(1 - (ω / upperEdge J q) ^ 2) * (1 / upperEdge J q))) ω :=
-      ((Real.hasDerivAt_arcsin h1.ne' h2.ne).comp ω
-        ((hasDerivAt_id' ω).div_const (upperEdge J q))).const_mul 2
+    have houter := Real.hasDerivAt_arcsin h1.ne' h2.ne
+    have hinner := (hasDerivAt_id' ω).div_const (upperEdge J q)
+    have h := (houter.comp ω hinner).const_mul (2 : ℝ)
     have hs : √(upperEdge J q ^ 2 - ω ^ 2)
         = upperEdge J q * √(1 - (ω / upperEdge J q) ^ 2) := by
```

Cause. The error is in the chain-rule step, and the derivative claimed there is correct. In the message the outer function of the composition is still a placeholder, `?m.259`, and so are its derivative, `?m.261`, and the proof that should supply both, `?m.262`. That proof, `Real.hasDerivAt_arcsin h1.ne' h2.ne`, was in the file, but Lean had put off fitting it into the chain rule. The type stated for `h` made Lean compare the two types before that was done. It had to match `?m.259 ∘ fun x => x / upperEdge J q`, applied to `y`, with `arcsin (ω / upperEdge J q)`, and this failed.

What cures the error is that the new `h` has no stated type. Lean can then finish the postponed step, which sets the outer function to `arcsin`, and read the type of `h` off the finished term. The comparison with the wanted function comes later, at `h.congr_deriv`, where nothing in the function is unknown and Lean need only unfold the composition to see that the two functions agree. The names `houter` and `hinner` are mere tidying: they hold the same two derivative proofs that were written inline before. The annotation `(2 : ℝ)` only spells out the type of the constant.
